# At fixed momentum tail, the plane-wave estimate per electron for Gaussian orbitals of width \(r^{3/4}\) grows as \(r^{3/4}\) with the Wigner–Seitz radius \(r\)

If a code keeps the number of plane waves per electron fixed while the density of an electron gas is lowered, its basis gradually loses the localised orbitals of a Wigner crystal. In the Gaussian model below, the part of the orbital's momentum distribution beyond the cutoff then tends to the whole. The cutoff momentum that leaves a given fraction of this distribution outside does fall with density, but the cell volume grows faster than the cutoff sphere shrinks.

## The cutoff radius and the plane-wave count

Let \(r>0\) be the Wigner–Seitz radius in Bohr radii, so that each electron has the volume \(4\pi r^3/3\). Take the orbital

\[
\phi_r(x)\propto e^{-|x|^2/(2r^{3/2})},\qquad x\in\mathbb R^3 .
\]

This width is postulated. It is that of the ground state of one electron in the harmonic potential found inside a uniform sphere of radius \(r\) and total charge \(+1\), continued to all distances, where \(\omega=r^{-3/2}\) in atomic units.

For \(0<\varepsilon<1\), let \(K(r)\ge 0\) be the radius outside which the momentum probability is \(\varepsilon\). A volume \(V\) holds about \(VK^3/(6\pi^2)\) plane waves with \(|k|<K\), without counting spin. With \(N(r)\) for this estimate per electron,

\[
K(r)=r^{-3/4}K(1),\qquad
N(r)=\frac{4\pi r^3}{3}\,\frac{K(r)^3}{6\pi^2}=r^{3/4}N(1),\qquad N(1)>0 .
\]

## Carrying a cutoff to lower density

The law bears on the choice of basis size in plane-wave calculations of the low-density electron gas, within a model of one Gaussian orbital per electron. If \(r\) increases sixteenfold at fixed \(\varepsilon\), the cutoff momentum drops to one eighth and the kinetic-energy cutoff \(K^2/2\) to one sixty-fourth, yet the number of plane waves per electron rises eightfold.

Keeping \(N\) fixed instead means \(K\propto 1/r\). The scaled cutoff \(r^{3/4}K\) then goes to zero as \(r^{-1/4}\), which is the loss described at the start.

## From the Gaussian integral to the power 3/4

Write \(s=r^{3/2}\). The Fourier integral factorises over the three components, and in each one

\[
-\frac{x^2}{2s}-ikx=-\frac{(x+isk)^2}{2s}-\frac{sk^2}{2}.
\]

Shifting the contour gives \((2\pi s)^{1/2}e^{-sk^2/2}\) per component. The squared modulus of the full amplitude is therefore

\[
(2\pi s)^3e^{-s|k|^2},\qquad\text{or, normalised,}\qquad (s/\pi)^{3/2}e^{-s|k|^2}.
\]

Let \(P(r,K)\) be the probability of \(|k|>K\). Substitute \(q=r^{3/4}k\). The Jacobian is the same in the tail integral and in the total, so it cancels:

\[
P(r,K)=P(1,r^{3/4}K).
\]

At \(r=1\), spherical coordinates give, for \(K\ge0\),

\[
P(1,K)=1-\frac{S(K)}{J},\qquad S(K)=\int_0^K y^2e^{-y^2}\,dy,\qquad J=\int_0^\infty y^2e^{-y^2}\,dy .
\]

The function \(S\) is continuous and strictly increasing from \(0\) towards \(J\), so it takes the value \((1-\varepsilon)J\) exactly once, at \(K(1)>0\). For general \(r\), the condition \(P(r,K)=\varepsilon\) becomes \(r^{3/4}K=K(1)\), which is the first law. Then \(r^3K(r)^3=r^{3-9/4}K(1)^3=r^{3/4}K(1)^3\), which is the second. Since \(N(1)>0\), \(N(r)\to\infty\) as \(r\to\infty\).

## The Lean source

```lean
import Mathlib

open MeasureTheory Set Filter

noncomputable section

namespace WignerCrystalPlaneWaves

/-- Three-dimensional Euclidean space, used for positions and for wave vectors. -/
abbrev Space := EuclideanSpace ℝ (Fin 3)

/-- The Gaussian orbital `exp(-|x|²/(2 r^(3/2)))`, up to normalization, for `r > 0`. -/
def orbital (r : ℝ) (x : Space) : ℂ :=
  ((Real.exp (-‖x‖ ^ 2 / (2 * r ^ (3 / 2 : ℝ))) : ℝ) : ℂ)

/-- The momentum amplitude: the overlap of the orbital with the plane wave `exp(i k·x)`. -/
def momentumAmplitude (r : ℝ) (k : Space) : ℂ :=
  ∫ x : Space, Complex.exp (-Complex.I * ((inner ℝ k x : ℝ) : ℂ)) * orbital r x

/-- The probability that the normalized orbital has momentum larger than `K`, for `r > 0`. -/
def outsideProbability (r K : ℝ) : ℝ :=
  (∫ k in {k : Space | K < ‖k‖}, ‖momentumAmplitude r k‖ ^ 2) /
    ∫ k : Space, ‖momentumAmplitude r k‖ ^ 2

/-- `K` is a momentum radius outside which the orbital has probability `ε`. -/
def IsMomentumRadius (ε r K : ℝ) : Prop := 0 ≤ K ∧ outsideProbability r K = ε

/-- The plane-wave estimate per electron: cell volume `4πr³/3` times `K³/(6π²)`. -/
def planeWaves (r K : ℝ) : ℝ :=
  (4 * Real.pi * r ^ 3 / 3) * K ^ 3 / (6 * Real.pi ^ 2)

/-- The radial integral of `y² exp(-y²)` from `0` to `K`. -/
def shellWeight (K : ℝ) : ℝ := ∫ y in (0 : ℝ)..K, y ^ 2 * Real.exp (-y ^ 2)

/-- For `r > 0` the unnormalized momentum density is a Gaussian with exponent `r^(3/2) |k|²`. -/
theorem momentum_density {r : ℝ} (hr : 0 < r) (k : Space) :
    ‖momentumAmplitude r k‖ ^ 2 =
      (2 * Real.pi * r ^ (3 / 2 : ℝ)) ^ 3 * Real.exp (-(r ^ (3 / 2 : ℝ) * ‖k‖ ^ 2)) := by
  have hs : 0 < r ^ (3 / 2 : ℝ) := Real.rpow_pos_of_pos hr _
  simp only [momentumAmplitude, orbital]
  generalize r ^ (3 / 2 : ℝ) = s at hs ⊢
  have hb : 0 < ((1 / (2 * s) : ℝ) : ℂ).re := by
    rw [Complex.ofReal_re]; positivity
  have h := GaussianFourier.integral_cexp_neg_mul_sq_norm_add hb (-Complex.I) k
  have e : ∀ x : Space, Complex.exp (-Complex.I * ((inner ℝ k x : ℝ) : ℂ)) *
      ((Real.exp (-‖x‖ ^ 2 / (2 * s)) : ℝ) : ℂ) =
      Complex.exp (-((1 / (2 * s) : ℝ) : ℂ) * (‖x‖ : ℂ) ^ 2 +
        -Complex.I * ((inner ℝ k x : ℝ) : ℂ)) := by
    intro x
    rw [Complex.ofReal_exp, ← Complex.exp_add]
    congr 1
    push_cast
    ring
  have h1 : (Real.pi : ℂ) / ((1 / (2 * s) : ℝ) : ℂ) = ((2 * Real.pi * s : ℝ) : ℂ) := by
    push_cast
    rw [one_div, div_inv_eq_mul]
    ring
  have h2 : (Module.finrank ℝ Space : ℂ) / 2 = ((3 / 2 : ℝ) : ℂ) := by
    rw [finrank_euclideanSpace_fin]; norm_num
  have h4 : (-Complex.I) ^ 2 * (‖k‖ : ℂ) ^ 2 / (4 * ((1 / (2 * s) : ℝ) : ℂ)) =
      ((-(s * ‖k‖ ^ 2 / 2) : ℝ) : ℂ) := by
    rw [neg_sq, Complex.I_sq]
    push_cast
    rw [one_div, div_mul_eq_div_div, div_inv_eq_mul]
    ring
  have hp : 0 < 2 * Real.pi * s := by positivity
  rw [integral_congr_ae (Eventually.of_forall e), h, h1, h2, h4, norm_mul, mul_pow,
    Complex.norm_cpow_eq_rpow_re_of_pos hp, Complex.ofReal_re, Complex.norm_exp,
    Complex.ofReal_re, ← Real.rpow_mul_natCast hp.le,
    show (3 / 2 : ℝ) * ((2 : ℕ) : ℝ) = ((3 : ℕ) : ℝ) by norm_num, Real.rpow_natCast,
    sq (Real.exp _), ← Real.exp_add]
  congr 2
  ring

/-- For `r > 0`, the probability outside `K` equals that of the `r = 1` orbital
outside `r^(3/4) K`. -/
theorem outsideProbability_scaling {r : ℝ} (hr : 0 < r) (K : ℝ) :
    outsideProbability r K = outsideProbability 1 (r ^ (3 / 4 : ℝ) * K) := by
  have hc : 0 < r ^ (3 / 4 : ℝ) := Real.rpow_pos_of_pos hr _
  have hc2 : r ^ (3 / 2 : ℝ) = (r ^ (3 / 4 : ℝ)) ^ 2 := by
    rw [← Real.rpow_mul_natCast hr.le]; norm_num
  have hA : ∀ k : Space, ‖momentumAmplitude r k‖ ^ 2 =
      (r ^ (3 / 4 : ℝ)) ^ 6 * ‖momentumAmplitude 1 (r ^ (3 / 4 : ℝ) • k)‖ ^ 2 := by
    intro k
    rw [momentum_density hr, momentum_density one_pos, hc2, Real.one_rpow, norm_smul,
      Real.norm_of_nonneg hc.le, one_mul, mul_pow _ ‖k‖]
    ring
  generalize r ^ (3 / 4 : ℝ) = c at hc hA ⊢
  have hm : ∀ a : ℝ, MeasurableSet {k : Space | a < ‖k‖} := fun a =>
    measurableSet_lt measurable_const measurable_norm
  -- substitute q = c k in both integrals
  have hden := Measure.integral_comp_smul (volume : Measure Space)
    (fun q => ‖momentumAmplitude 1 q‖ ^ 2) c
  have hnum := Measure.integral_comp_smul (volume : Measure Space)
    ({q : Space | c * K < ‖q‖}.indicator fun q => ‖momentumAmplitude 1 q‖ ^ 2) c
  have hi : ∀ k : Space, {k : Space | K < ‖k‖}.indicator
      (fun k => c ^ 6 * ‖momentumAmplitude 1 (c • k)‖ ^ 2) k =
      c ^ 6 * {q : Space | c * K < ‖q‖}.indicator
        (fun q => ‖momentumAmplitude 1 q‖ ^ 2) (c • k) := by
    intro k
    have hiff : c * K < ‖c • k‖ ↔ K < ‖k‖ := by
      rw [norm_smul, Real.norm_of_nonneg hc.le]
      exact mul_lt_mul_iff_right₀ hc
    by_cases hk : K < ‖k‖
    · rw [indicator_of_mem (show k ∈ {k : Space | K < ‖k‖} from hk),
        indicator_of_mem (show c • k ∈ {q : Space | c * K < ‖q‖} from hiff.2 hk)]
    · rw [indicator_of_notMem (show k ∉ {k : Space | K < ‖k‖} from hk),
        indicator_of_notMem (show c • k ∉ {q : Space | c * K < ‖q‖} from
          fun h => hk (hiff.1 h)), mul_zero]
  have hD : |(c ^ Module.finrank ℝ Space)⁻¹| ≠ 0 :=
    abs_ne_zero.2 (inv_ne_zero (pow_ne_zero _ hc.ne'))
  unfold outsideProbability
  simp only [hA]
  rw [← integral_indicator (hm K), integral_congr_ae (Eventually.of_forall hi),
    integral_const_mul, integral_const_mul, hnum, hden, integral_indicator (hm _),
    smul_eq_mul, smul_eq_mul, mul_div_mul_left _ _ (pow_ne_zero 6 hc.ne'),
    mul_div_mul_left _ _ hD]

/-- The radial weight `y² exp(-y²)` is integrable. -/
theorem integrable_radial : Integrable (fun y : ℝ => y ^ 2 * Real.exp (-y ^ 2)) := by
  simpa using integrable_rpow_mul_exp_neg_mul_sq (b := 1) one_pos (s := 2) (by norm_num)

/-- The radial integral is continuous, and strictly increasing for nonnegative radii. -/
theorem shellWeight_continuous_strictMono :
    Continuous shellWeight ∧ StrictMonoOn shellWeight (Ici 0) := by
  have hf : Continuous (fun y : ℝ => y ^ 2 * Real.exp (-y ^ 2)) := by fun_prop
  have hd : ∀ x, HasDerivAt shellWeight (x ^ 2 * Real.exp (-x ^ 2)) x := fun x =>
    (hf.integral_hasStrictDerivAt 0 x).hasDerivAt
  have hc : Continuous shellWeight :=
    continuous_iff_continuousAt.2 fun x => (hd x).continuousAt
  refine ⟨hc, strictMonoOn_of_deriv_pos (convex_Ici 0) hc.continuousOn fun x hx => ?_⟩
  rw [interior_Ici] at hx
  have hx' : 0 < x := hx
  rw [(hd x).deriv]
  positivity

/-- The integral of `y² exp(-y²)` over all positive radii is positive. -/
theorem total_pos : 0 < ∫ y in Ioi (0 : ℝ), y ^ 2 * Real.exp (-y ^ 2) := by
  rw [setIntegral_pos_iff_support_of_nonneg_ae
    (Eventually.of_forall fun y => by positivity) integrable_radial.integrableOn]
  have hsub : Ioo (0 : ℝ) 1 ⊆
      Function.support (fun y : ℝ => y ^ 2 * Real.exp (-y ^ 2)) ∩ Ioi 0 := fun y hy =>
    ⟨mul_ne_zero (pow_ne_zero 2 hy.1.ne') (Real.exp_pos _).ne', hy.1⟩
  exact lt_of_lt_of_le (by simp) (measure_mono hsub)

/-- For `r = 1` and `K ≥ 0`, the probability outside `K` is one minus the normalized
radial integral up to `K`. -/
theorem outsideProbability_one {K : ℝ} (hK : 0 ≤ K) :
    outsideProbability 1 K =
      1 - shellWeight K / ∫ y in Ioi (0 : ℝ), y ^ 2 * Real.exp (-y ^ 2) := by
  have hd : ∀ k : Space, ‖momentumAmplitude 1 k‖ ^ 2 =
      (2 * Real.pi) ^ 3 * Real.exp (-‖k‖ ^ 2) := by
    intro k
    rw [momentum_density one_pos, Real.one_rpow, mul_one, one_mul]
  -- spherical coordinates
  have hrad : ∀ f : ℝ → ℝ, ∫ k : Space, f ‖k‖ =
      3 * ((volume : Measure Space).real (Metric.ball 0 1) *
        ∫ y in Ioi (0 : ℝ), y ^ 2 * f y) := by
    intro f
    have h := integral_fun_norm_addHaar (volume : Measure Space) f
    rw [finrank_euclideanSpace_fin] at h
    simp only [nsmul_eq_mul, smul_eq_mul, Nat.cast_ofNat] at h
    exact h
  have hV : 0 < (volume : Measure Space).real (Metric.ball 0 1) :=
    ENNReal.toReal_pos (Metric.measure_ball_pos _ _ one_pos).ne' measure_ball_lt_top.ne
  have hden := hrad (fun y => Real.exp (-y ^ 2))
  have hnum := hrad ((Ioi K).indicator fun y => Real.exp (-y ^ 2))
  have h1 : (fun y : ℝ => y ^ 2 * (Ioi K).indicator (fun y => Real.exp (-y ^ 2)) y) =
      (Ioi K).indicator (fun y => y ^ 2 * Real.exp (-y ^ 2)) := by
    ext y
    by_cases hy : K < y <;> simp [indicator, hy]
  have h2 : ∀ k : Space, {k : Space | K < ‖k‖}.indicator (fun k => Real.exp (-‖k‖ ^ 2)) k =
      (Ioi K).indicator (fun y => Real.exp (-y ^ 2)) ‖k‖ := by
    intro k
    by_cases hk : K < ‖k‖ <;> simp [indicator, hk]
  rw [h1, setIntegral_indicator measurableSet_Ioi, Ioi_inter_Ioi, sup_eq_right.2 hK] at hnum
  have hsplit : ∫ y in Ioi (0 : ℝ), y ^ 2 * Real.exp (-y ^ 2) =
      shellWeight K + ∫ y in Ioi K, y ^ 2 * Real.exp (-y ^ 2) := by
    rw [← Ioc_union_Ioi_eq_Ioi hK, setIntegral_union (Ioc_disjoint_Ioi le_rfl)
      measurableSet_Ioi integrable_radial.integrableOn integrable_radial.integrableOn,
      shellWeight, intervalIntegral.integral_of_le hK]
  unfold outsideProbability
  simp only [hd]
  rw [integral_const_mul, integral_const_mul, mul_div_mul_left _ _ (by positivity),
    ← integral_indicator (measurableSet_lt measurable_const measurable_norm),
    integral_congr_ae (Eventually.of_forall h2), hnum, hden,
    mul_div_mul_left _ _ (by norm_num), mul_div_mul_left _ _ hV.ne',
    eq_sub_iff_add_eq, ← add_div, div_eq_one_iff_eq total_pos.ne']
  linarith

/-- For `r = 1`, different nonnegative radii have different outside probabilities. -/
theorem outsideProbability_one_injOn : InjOn (outsideProbability 1) (Ici 0) := by
  intro a ha b hb hab
  rw [outsideProbability_one ha, outsideProbability_one hb, sub_right_inj,
    div_left_inj' total_pos.ne'] at hab
  exact shellWeight_continuous_strictMono.2.injOn ha hb hab

/-- For `r > 0` and `0 < ε < 1` there is exactly one momentum radius outside which the
orbital has probability `ε`. -/
theorem existsUnique_momentumRadius {ε r : ℝ} (hr : 0 < r) (h0 : 0 < ε) (h1 : ε < 1) :
    ∃! K, IsMomentumRadius ε r K := by
  have hc : 0 < r ^ (3 / 4 : ℝ) := Real.rpow_pos_of_pos hr _
  have hJ := total_pos
  have hlim : Tendsto shellWeight atTop
      (nhds (∫ y in Ioi (0 : ℝ), y ^ 2 * Real.exp (-y ^ 2))) :=
    intervalIntegral_tendsto_integral_Ioi 0 integrable_radial.integrableOn tendsto_id
  have hone := fun (K : ℝ) (hK : 0 ≤ K) => outsideProbability_one hK
  generalize (∫ y in Ioi (0 : ℝ), y ^ 2 * Real.exp (-y ^ 2)) = J at hJ hlim hone
  have hlt : (1 - ε) * J < J := by nlinarith
  obtain ⟨b, hb, hb0⟩ := ((hlim.eventually (lt_mem_nhds hlt)).and
    (eventually_ge_atTop 0)).exists
  have hz : shellWeight 0 = 0 := by simp [shellWeight]
  -- the intermediate value theorem gives the radius for r = 1
  obtain ⟨K, hK, hKe⟩ := intermediate_value_Icc hb0
    shellWeight_continuous_strictMono.1.continuousOn
    (show (1 - ε) * J ∈ Icc (shellWeight 0) (shellWeight b) from
      ⟨by rw [hz]; exact mul_nonneg (by linarith) hJ.le, hb.le⟩)
  have hP : outsideProbability 1 K = ε := by
    rw [hone K hK.1, hKe, mul_div_cancel_right₀ _ hJ.ne']
    ring
  refine ⟨K / r ^ (3 / 4 : ℝ), ⟨div_nonneg hK.1 hc.le, ?_⟩, ?_⟩
  · rw [outsideProbability_scaling hr, mul_div_cancel₀ _ hc.ne', hP]
  · rintro L ⟨hL, hLe⟩
    rw [outsideProbability_scaling hr, ← hP] at hLe
    rw [eq_div_iff hc.ne', mul_comm]
    exact outsideProbability_one_injOn (mul_nonneg hc.le hL) hK.1 hLe

/-- Let `K(r)` be the momentum radius with outside probability `ε < 1` for every `r > 0`.
Then `K(r) = r^(-3/4) K(1)`, and the plane-wave estimate is `r^(3/4)` times its positive
value at `r = 1`. -/
theorem planeWave_scaling {ε : ℝ} (h1 : ε < 1) {K : ℝ → ℝ}
    (hK : ∀ r, 0 < r → IsMomentumRadius ε r (K r)) {r : ℝ} (hr : 0 < r) :
    K r = r ^ (-(3 / 4) : ℝ) * K 1 ∧
      planeWaves r (K r) = r ^ (3 / 4 : ℝ) * planeWaves 1 (K 1) ∧
      0 < planeWaves 1 (K 1) := by
  have hc : 0 < r ^ (3 / 4 : ℝ) := Real.rpow_pos_of_pos hr _
  have hc4 : (r ^ (3 / 4 : ℝ)) ^ 4 = r ^ 3 := by
    rw [← Real.rpow_mul_natCast hr.le,
      show (3 / 4 : ℝ) * ((4 : ℕ) : ℝ) = ((3 : ℕ) : ℝ) by norm_num, Real.rpow_natCast]
  obtain ⟨hr0, hre⟩ := hK r hr
  obtain ⟨h10, h1e⟩ := hK 1 one_pos
  rw [outsideProbability_scaling hr, ← h1e] at hre
  have key : r ^ (3 / 4 : ℝ) * K r = K 1 :=
    outsideProbability_one_injOn (mul_nonneg hc.le hr0) h10 hre
  refine ⟨?_, ?_, ?_⟩
  · rw [Real.rpow_neg hr.le, ← key, inv_mul_cancel_left₀ hc.ne']
  · rw [← key]
    unfold planeWaves
    linear_combination (-(4 * Real.pi / 3 * K r ^ 3 / (6 * Real.pi ^ 2))) * hc4
  · -- K(1) = 0 would leave the whole probability outside
    have hne : K 1 ≠ 0 := by
      intro h
      rw [h, outsideProbability_one le_rfl] at h1e
      simp [shellWeight] at h1e
      linarith
    have hpos : 0 < K 1 := lt_of_le_of_ne h10 hne.symm
    unfold planeWaves
    positivity

/-- At fixed outside probability `ε < 1`, the plane-wave estimate per electron grows without
bound as `r` tends to infinity. -/
theorem planeWaves_tendsto_atTop {ε : ℝ} (h1 : ε < 1) {K : ℝ → ℝ}
    (hK : ∀ r, 0 < r → IsMomentumRadius ε r (K r)) :
    Tendsto (fun r => planeWaves r (K r)) atTop atTop := by
  have hpos := (planeWave_scaling h1 hK one_pos).2.2
  refine Tendsto.congr' ?_
    ((tendsto_rpow_atTop (show (0 : ℝ) < 3 / 4 by norm_num)).atTop_mul_const hpos)
  filter_upwards [eventually_gt_atTop 0] with r hr
  exact (planeWave_scaling h1 hK hr).2.1.symm

end WignerCrystalPlaneWaves
```

```lean
#print axioms WignerCrystalPlaneWaves.existsUnique_momentumRadius
#print axioms WignerCrystalPlaneWaves.planeWaves_tendsto_atTop
```

```
'WignerCrystalPlaneWaves.existsUnique_momentumRadius' depends on axioms: [propext, Classical.choice, Quot.sound]
'WignerCrystalPlaneWaves.planeWaves_tendsto_atTop' depends on axioms: [propext, Classical.choice, Quot.sound]
```

## Reading the definitions and theorems

`Space` serves for both positions and wave vectors. `momentumAmplitude` is the Fourier integral of the unnormalised `orbital` with kernel \(e^{-ik\cdot x}\) and no prefactor. `outsideProbability` divides the tail integral by the total, so neither the orbital's norm nor the Fourier prefactor matters.

`IsMomentumRadius ε r K` says that \(K\ge0\) and that the outside probability equals \(\varepsilon\). `existsUnique_momentumRadius` shows that exactly one such radius exists for \(r>0\) and \(0<\varepsilon<1\). `planeWave_scaling` takes any function `K` that gives such a radius at every positive \(r\), and returns both scaling laws and the positivity of \(N(1)\). `planeWaves_tendsto_atTop` adds the divergence.

## How the lemmas follow the derivation

- `momentum_density` applies Mathlib's Gaussian Fourier integral and takes the squared modulus.
- `outsideProbability_scaling` performs the substitution with `Measure.integral_comp_smul`, once for the total and once for the tail, which is written with an indicator function.
- `outsideProbability_one` passes to spherical coordinates through `integral_fun_norm_addHaar`; the angular factor cancels.
- `shellWeight_continuous_strictMono` gets the monotonicity of \(S\) from its derivative \(K^2e^{-K^2}\). With `integrable_radial` and `total_pos`, this lets the intermediate value theorem produce the radius.
- `outsideProbability_one_injOn` gives uniqueness at \(r=1\). In `planeWave_scaling` it yields \(r^{3/4}K(r)=K(1)\), and `linear_combination` finishes the count using \((r^{3/4})^4=r^3\).

## What the scaling law assumes about orbital and basis

The exponent is exact for the stated Gaussian and the continuum estimate. The width is an input: the file does not derive it from the interacting electron gas, nor does it treat overlap between neighbouring orbitals or anharmonic motion. The estimate is a volume ratio and not the integer number of reciprocal-lattice vectors in a finite cell. A fixed momentum tail also doesn't by itself fix the error in a correlated energy.

The value \(\varepsilon=1\) shows why the condition on \(\varepsilon\) matters. There \(K(r)=0\) satisfies the definition for every \(r\), and the estimate is zero at all densities. Positivity and divergence thus need \(\varepsilon\ne1\), although the two scaling equations still hold.

The radius might also have been defined as the infimum of all \(K\ge0\) with outside probability at most \(\varepsilon\). For \(0<\varepsilon<1\) this is the same number. The scaling laws would then need no hypothesis about a chosen function `K`: by \(P(r,K)=P(1,r^{3/4}K)\), the set of admissible radii at \(r\) is \(r^{-3/4}\) times the set at \(r=1\), and the infimum scales with it. Positivity of \(N(1)\) would follow because the outside probability stays above \(\varepsilon\) for all small enough \(K\).
